# A radial function vanishing at the nucleus has ∫u′² over the core at least k² times its core charge when k·r_c < π/2

The theorem `subcritical_bound` concerns a real radial function u, continuously differentiable on the core interval [0, r_c] with r_c > 0 and zero at the nucleus; it need not be normalised, satisfy a Schrödinger equation or obey any condition at r_c. For every k > 0 with k·r_c < π/2, it states that k² times the confined charge ∫u² is at most ∫u′², both integrals running over the core. If the confined charge is non-zero, dividing by it gives a lower bound of k² on the ratio of the two integrals. The attempt takes T(r) = tan(k(r_c − r)) and uses the fact that the derivative of kTu² integrates to zero, since u vanishes at 0 and T at r_c. What remains of u′² − k²u² is the square (u′ − kTu)², whose integral cannot be negative.

In Lean, a first try:

```lean
import Mathlib

open MeasureTheory Set Filter Topology
open scoped Real

namespace PseudoOrbitalConfinement

noncomputable section

/-- A radial function `u` that is continuously differentiable on `[0, rc]` with derivative `du`
and vanishes at the nucleus. -/
structure RegularRadial (rc : ℝ) (u du : ℝ → ℝ) : Prop where
  zero : u 0 = 0
  deriv : ∀ r ∈ Icc 0 rc, HasDerivWithinAt u (du r) (Icc 0 rc) r
  cont : ContinuousOn du (Icc 0 rc)

/-- The charge of the radial function `u` inside the core radius `rc`. -/
def confinedCharge (rc : ℝ) (u : ℝ → ℝ) : ℝ := ∫ r in (0 : ℝ)..rc, u r ^ 2

/-- A regular radial function is continuous on the closed core interval `[0, rc]`. -/
theorem RegularRadial.continuousOn {rc : ℝ} {u du : ℝ → ℝ} (h : RegularRadial rc u du) :
    ContinuousOn u (Icc 0 rc) :=
  fun r hr => (h.deriv r hr).continuousWithinAt

/-- For every wave number `k` below that of a quarter wave in the core, the integral of `u'^2`
is at least `k^2` times the confined charge. -/
theorem subcritical_bound {rc k : ℝ} {u du : ℝ → ℝ} (hrc : 0 < rc)
    (h : RegularRadial rc u du) (hk : 0 < k) (hk' : k * rc < π / 2) :
    k ^ 2 * confinedCharge rc u ≤ ∫ r in (0 : ℝ)..rc, du r ^ 2 := by
  -- T = tan (k (rc - r)) solves a Riccati equation and vanishes at rc
  obtain ⟨T, hT, hT0⟩ : ∃ T : ℝ → ℝ,
      (∀ r ∈ Icc 0 rc, HasDerivAt T (-(k * (1 + T r ^ 2))) r) ∧ T rc = 0 := by
    refine ⟨fun r => Real.tan (k * (rc - r)), fun r hr => ?_, by simp⟩
    have h0 : 0 ≤ k * (rc - r) := mul_nonneg hk.le (sub_nonneg.2 hr.2)
    have h1 : 0 ≤ k * r := mul_nonneg hk.le hr.1
    have hc : Real.cos (k * (rc - r)) ≠ 0 :=
      (Real.cos_pos_of_mem_Ioo ⟨by linarith [Real.pi_pos], by linarith⟩).ne'
    have e : 1 / Real.cos (k * (rc - r)) ^ 2 = 1 + Real.tan (k * (rc - r)) ^ 2 := by
      rw [Real.tan_eq_sin_div_cos, div_pow, eq_comm, eq_div_iff (pow_ne_zero 2 hc), add_mul,
        div_mul_cancel₀ _ (pow_ne_zero 2 hc), one_mul, Real.cos_sq_add_sin_sq]
    have hl : HasDerivAt (fun r : ℝ => k * (rc - r)) (k * (-1)) r :=
      ((hasDerivAt_id' r).const_sub rc).const_mul k
    exact ((Real.hasDerivAt_tan hc).comp r hl).congr_deriv (by rw [e]; ring)
  have hTc : ContinuousOn T (Icc 0 rc) :=
    fun r hr => (hT r hr).continuousAt.continuousWithinAt
  have huc := h.continuousOn
  have hdc := h.cont
  have hi : IntervalIntegrable
      (fun r => -(k ^ 2 * (1 + T r ^ 2)) * u r ^ 2 + 2 * k * T r * u r * du r) volume 0 rc :=
    ContinuousOn.intervalIntegrable_of_Icc hrc.le (by fun_prop)
  have hu2 : IntervalIntegrable (fun r => k ^ 2 * u r ^ 2) volume 0 rc :=
    ContinuousOn.intervalIntegrable_of_Icc hrc.le (by fun_prop)
  have hd2 : IntervalIntegrable (fun r => du r ^ 2) volume 0 rc :=
    ContinuousOn.intervalIntegrable_of_Icc hrc.le (by fun_prop)
  -- the total derivative of k T u² integrates to zero
  have hF := intervalIntegral.integral_eq_sub_of_hasDerivAt_of_le
    (f := fun r => k * T r * (u r * u r)) hrc.le (by fun_prop)
    (fun r hr => by
      have hu := (h.deriv r (Ioo_subset_Icc_self hr)).hasDerivAt (Icc_mem_nhds hr.1 hr.2)
      exact (((hT r (Ioo_subset_Icc_self hr)).const_mul k).fun_mul
        (hu.fun_mul hu)).congr_deriv (by ring)) hi
  simp only [hT0, h.zero, mul_zero, zero_mul, sub_zero] at hF
  -- the remainder is the square (u' - k T u)²
  have hm := intervalIntegral.integral_mono_on hrc.le hi (hd2.sub hu2)
    (fun r _ => by
      simp only [Pi.sub_apply]
      nlinarith [sq_nonneg (du r - k * T r * u r)])
  rw [hF] at hm
  have hs := intervalIntegral.integral_sub hd2 hu2
  rw [intervalIntegral.integral_const_mul] at hs
  have hm' : 0 ≤ ∫ r in (0 : ℝ)..rc, (du r ^ 2 - k ^ 2 * u r ^ 2) := hm
  rw [hs] at hm'
  unfold confinedCharge
  linarith

end

end PseudoOrbitalConfinement
```

The error:

```
Main.lean:43:71: error: No goals to be solved
Main.lean:43:4: error: Type mismatch
  HasDerivAt.congr_deriv (HasDerivAt.comp r (Real.hasDerivAt_tan hc) hl)
    (Eq.mpr (id (congrArg (fun _a => _a * (k * -1) = (1 + Real.tan (k * (rc - r)) ^ 2) * (k * -1)) e))
      (Eq.refl ((1 + Real.tan (k * (rc - r)) ^ 2) * (k * -1))))
has type
  HasDerivAt (Real.tan ∘ fun r => k * (rc - r)) ((1 + Real.tan (k * (rc - r)) ^ 2) * (k * -1)) r
but is expected to have type
  HasDerivAt (fun r => Real.tan (k * (rc - r))) (-(k * (1 + (fun r => Real.tan (k * (rc - r))) r ^ 2))) r
Main.lean:66:6: error: `simp` made no progress
```

What went wrong. The first two messages have one cause. When `by rw [e]; ring` ran, the derivative that `congr_deriv` was to produce was still undetermined. After rewriting, `rw` tries to close the goal by reflexivity, and it did so by taking the rewritten left side as that derivative. This left `ring` no goal, and the result had derivative `(1 + tan²) * (k * -1)` where `-(k * (1 + tan²))` was expected. The two are equal by algebra, but `exact` needs them to agree by definition.

The repair first states the derivative of the tangent explicitly in `hd`, with the function written as a `fun` instead of a composition. Then `refine hd.congr_deriv ?_` fixes the target derivative before the equality is proved, and `change` writes that target out plainly. Now `rw [e]` leaves a real identity for `ring` to prove.

The third message is separate: `simp only [Pi.sub_apply]` found no difference of functions applied to a point to unfold, and `simp` fails when it changes nothing. Deleting it lets `nlinarith` prove the inequality directly.

This version goes through:

```diff
@@ -41,5 +41,12 @@
     have hl : HasDerivAt (fun r : ℝ => k * (rc - r)) (k * (-1)) r :=
       ((hasDerivAt_id' r).const_sub rc).const_mul k
-    exact ((Real.hasDerivAt_tan hc).comp r hl).congr_deriv (by rw [e]; ring)
+    have hcomp := (Real.hasDerivAt_tan hc).comp r hl
+    have hd : HasDerivAt (fun r : ℝ => Real.tan (k * (rc - r)))
+        (1 / Real.cos (k * (rc - r)) ^ 2 * (k * (-1))) r :=
+      hcomp
+    refine hd.congr_deriv ?_
+    change _ = -(k * (1 + Real.tan (k * (rc - r)) ^ 2))
+    rw [e]
+    ring
   have hTc : ContinuousOn T (Icc 0 rc) :=
     fun r hr => (hT r hr).continuousAt.continuousWithinAt
@@ -63,7 +70,5 @@
   -- the remainder is the square (u' - k T u)²
   have hm := intervalIntegral.integral_mono_on hrc.le hi (hd2.sub hu2)
-    (fun r _ => by
-      simp only [Pi.sub_apply]
-      nlinarith [sq_nonneg (du r - k * T r * u r)])
+    (fun r _ => by nlinarith [sq_nonneg (du r - k * T r * u r)])
   rw [hF] at hm
   have hs := intervalIntegral.integral_sub hd2 hu2
```
